# Clipping a step component by component can turn it uphill to first order; shortening it as a whole cannot

For the force \(F=(1,-2)\), the step \(s=(10,1)\) goes downhill, but clipping each of its components to \([-1,1]\) gives a step that goes uphill. Rescaling the whole step to length at most \(R>0\) never does this, because it keeps the sign of \(\langle F,s\rangle\). I can check the numbers myself, but I would like the claim stated rigorously and proved in Lean. I would also like to know whether the example is an accident of these numbers or whether clipping does this to most steps.

## Only positive rescalings are safe for every force

The example is not an accident. A modification of a nonzero step \(s\) keeps it downhill for every force that made it downhill exactly when it multiplies \(s\) by a positive number. Clipping changes the direction of \(s\) whenever some component exceeds the bound in magnitude and the nonzero components do not all have the same magnitude. Then some force makes the original step downhill and the clipped one uphill, though not every force does.

**The two caps.** With \(F=-\nabla E\), a step \(s\) changes the energy by \(-\langle F,s\rangle\) to first order, so "downhill" means \(\langle F,s\rangle>0\) and "uphill" means \(\langle F,s\rangle<0\). In the example,

\[
\langle F,s\rangle = 1\cdot 10+(-2)\cdot 1 = 8 .
\]

Clipping turns \(s\) into \((1,1)\), whose product with \(F\) is \(1-2=-1\). The large first component, which made the step downhill, has lost most of its weight.

Rescaling leaves \(s\) alone if \(\|s\|\le R\). Otherwise it gives \((R/\|s\|)\,s\), which has length \(R\) and satisfies

\[
\Big\langle F,\tfrac{R}{\|s\|}s\Big\rangle=\tfrac{R}{\|s\|}\langle F,s\rangle .
\]

The factor is positive, so the sign stays the same.

**A force that exposes any change of direction.** Let \(s\neq 0\), and let \(s'\) be a modified step that is not a real multiple of \(s\). Split off the part of \(s'\) orthogonal to \(s\):

\[
t=\frac{\langle s',s\rangle}{\langle s,s\rangle},\qquad w=s'-t\,s .
\]

Then \(w\neq0\) and \(\langle w,s\rangle=\langle s',s\rangle-t\langle s,s\rangle=0\). Since \(s'=w+ts\), also \(\langle w,s'\rangle=\langle w,w\rangle\). Take the force

\[
F=s-k\,w,\qquad k=\frac{\langle s,s'\rangle+1}{\langle w,w\rangle}.
\]

It gives \(\langle F,s\rangle=\langle s,s\rangle>0\) and \(\langle F,s'\rangle=\langle s,s'\rangle-k\langle w,w\rangle=-1\).

So a modification that is safe for every force must have the form \(s'=ts\). Testing it with \(F=s\) gives \(t\langle s,s\rangle>0\), hence \(t>0\). Conversely, if \(t>0\), then \(\langle F,ts\rangle=t\langle F,s\rangle\) is positive whenever \(\langle F,s\rangle\) is.

**When clipping changes the direction.** Clip to \([-c,c]\) with \(c>0\). Each magnitude \(|s_k|\) becomes \(\min(c,|s_k|)\). Suppose that \(|s_i|>c\) and that another component satisfies \(0<|s_j|<|s_i|\). If the clipped step were \(ts\), then \(\min(c,|s_k|)=|t|\,|s_k|\) would hold for every \(k\), and in particular \(c=|t|\,|s_i|\). There are two cases:

- If \(|s_j|\ge c\), then \(c=|t|\,|s_j|\) as well. But \(|t|>0\), so \(|t|\,|s_j|<|t|\,|s_i|=c\), a contradiction.
- If \(|s_j|\le c\), then \(|s_j|=|t|\,|s_j|\), so \(|t|=1\) and \(c=|s_i|\), a contradiction.

The clipped step is therefore not a multiple of \(s\), and the force constructed above applies.

Here is the complete Lean file.

```lean
import Mathlib

open scoped InnerProductSpace

namespace StepCapping

noncomputable section

variable {E : Type*} [NormedAddCommGroup E] [InnerProductSpace ℝ E]
variable {ι : Type*} [Fintype ι]

/-- A single coordinate `x` clipped to the interval `[-c, c]`. -/
def clip (c x : ℝ) : ℝ := max (-c) (min c x)

/-- The step obtained by clipping every Cartesian component to `[-c, c]`. -/
def clipStep (c : ℝ) (s : EuclideanSpace ℝ ι) : EuclideanSpace ℝ ι :=
  WithLp.toLp 2 (fun i => clip c (s i))

/-- The step obtained by shrinking `s` as a whole to length `R` when it is longer than `R`. -/
def capStep (R : ℝ) (s : E) : E :=
  if ‖s‖ ≤ R then s else (R / ‖s‖) • s

/-- The rescaled step is no longer than the cap `R`. -/
theorem norm_capStep_le {R : ℝ} (hR : 0 ≤ R) (s : E) : ‖capStep R s‖ ≤ R := by
  unfold capStep
  split_ifs with h
  · exact h
  · have hs : 0 < ‖s‖ := lt_of_le_of_lt hR (not_le.mp h)
    rw [norm_smul, Real.norm_of_nonneg (div_nonneg hR hs.le), div_mul_cancel₀ _ hs.ne']

/-- Rescaling a step to length at most `R > 0` preserves the sign of its product
with any force. -/
theorem sign_inner_capStep {R : ℝ} (hR : 0 < R) (F s : E) :
    SignType.sign ⟪F, capStep R s⟫_ℝ = SignType.sign ⟪F, s⟫_ℝ := by
  unfold capStep
  split_ifs with h
  · rfl
  · have hs : 0 < ‖s‖ := hR.trans (not_le.mp h)
    rw [real_inner_smul_right, sign_mul, sign_pos (div_pos hR hs), one_mul]

/-- For the force `(1, -2)` the step `(10, 1)` is downhill, but the same step with its
components clipped to `[-1, 1]` is uphill. -/
theorem clipStep_turns_uphill :
    0 < ⟪(!₂[1, -2] : EuclideanSpace ℝ (Fin 2)), !₂[10, 1]⟫_ℝ ∧
      ⟪(!₂[1, -2] : EuclideanSpace ℝ (Fin 2)), clipStep 1 !₂[10, 1]⟫_ℝ < 0 := by
  constructor <;> norm_num [clipStep, clip, PiLp.inner_apply, Fin.sum_univ_two]

/-- If a modified step `s'` is not a multiple of the nonzero step `s`, some force makes
`s` downhill and `s'` uphill. -/
theorem exists_force_of_not_parallel {s s' : E} (hs : s ≠ 0) (hn : ∀ t : ℝ, s' ≠ t • s) :
    ∃ F : E, 0 < ⟪F, s⟫_ℝ ∧ ⟪F, s'⟫_ℝ < 0 := by
  have pos : ∀ v : E, v ≠ 0 → 0 < ⟪v, v⟫_ℝ := fun v hv => by
    rw [real_inner_self_eq_norm_sq]
    exact pow_pos (norm_pos_iff.mpr hv) 2
  have hss := pos s hs
  -- split off the part `w` of the modified step orthogonal to `s`
  obtain ⟨t, ht⟩ : ∃ t : ℝ, t * ⟪s, s⟫_ℝ = ⟪s', s⟫_ℝ := ⟨_, div_mul_cancel₀ _ hss.ne'⟩
  obtain ⟨w, hw⟩ : ∃ w : E, w = s' - t • s := ⟨_, rfl⟩
  have hw0 : w ≠ 0 := fun h => hn t (sub_eq_zero.mp (by rw [← hw]; exact h))
  have hww := pos w hw0
  have hws : ⟪w, s⟫_ℝ = 0 := by
    rw [hw, inner_sub_left, real_inner_smul_left, ht, sub_self]
  have e : ⟪w, s'⟫_ℝ - t * ⟪w, s⟫_ℝ = ⟪w, w⟫_ℝ := by
    rw [← real_inner_smul_right, ← inner_sub_right, ← hw]
  have hws' : ⟪w, s'⟫_ℝ = ⟪w, w⟫_ℝ := by
    rw [hws, mul_zero, sub_zero] at e
    exact e
  -- a force tilted far enough against `w` has product `-1` with the modified step
  refine ⟨s - ((⟪s, s'⟫_ℝ + 1) / ⟪w, w⟫_ℝ) • w, ?_, ?_⟩
  · rw [inner_sub_left, real_inner_smul_left, hws, mul_zero, sub_zero]
    exact hss
  · rw [inner_sub_left, real_inner_smul_left, hws', div_mul_cancel₀ _ hww.ne']
    linarith

/-- A modification `s'` of a nonzero step `s` is downhill for every force for which `s` is
downhill exactly when `s'` is a positive rescaling of `s`. -/
theorem downhill_preserved_iff_rescaling {s s' : E} (hs : s ≠ 0) :
    (∀ F : E, 0 < ⟪F, s⟫_ℝ → 0 < ⟪F, s'⟫_ℝ) ↔ ∃ t : ℝ, 0 < t ∧ s' = t • s := by
  have hss : 0 < ⟪s, s⟫_ℝ := by
    rw [real_inner_self_eq_norm_sq]
    exact pow_pos (norm_pos_iff.mpr hs) 2
  constructor
  · intro h
    by_cases hp : ∃ t : ℝ, s' = t • s
    · -- testing with the force `F = s` shows that the factor is positive
      obtain ⟨t, rfl⟩ := hp
      have h1 := h s hss
      rw [real_inner_smul_right] at h1
      exact ⟨t, pos_of_mul_pos_left h1 hss.le, rfl⟩
    · obtain ⟨F, h1, h2⟩ := exists_force_of_not_parallel hs (fun t ht => hp ⟨t, ht⟩)
      exact absurd (h F h1) (not_lt_of_ge h2.le)
  · rintro ⟨t, ht, rfl⟩ F hF
    rw [real_inner_smul_right]
    exact mul_pos ht hF

/-- Clipping a coordinate to `[-c, c]` replaces its magnitude by the smaller of `c` and
that magnitude. -/
theorem abs_clip {c : ℝ} (hc : 0 ≤ c) (x : ℝ) : |clip c x| = min c |x| := by
  unfold clip
  rcases le_total 0 x with h | h
  · have hm : 0 ≤ min c x := le_min hc h
    rw [max_eq_right (by linarith), abs_of_nonneg hm, abs_of_nonneg h]
  · rw [min_eq_right (h.trans hc), abs_of_nonpos (max_le (by linarith) h), abs_of_nonpos h]
    rcases le_total (-c) x with h' | h'
    · rw [max_eq_right h', min_eq_right (by linarith)]
    · rw [max_eq_left h', min_eq_left (by linarith), neg_neg]

/-- If one component of a step exceeds the clipping bound and another, nonzero component is
smaller in magnitude, then for some force the step is downhill and the clipped step uphill. -/
theorem exists_force_clipStep_uphill {c : ℝ} (hc : 0 < c) (s : EuclideanSpace ℝ ι) {i j : ι}
    (hi : c < |s i|) (hj : s j ≠ 0) (hji : |s j| < |s i|) :
    ∃ F : EuclideanSpace ℝ ι, 0 < ⟪F, s⟫_ℝ ∧ ⟪F, clipStep c s⟫_ℝ < 0 := by
  have hs : s ≠ 0 := by
    rintro rfl
    exact hj rfl
  refine exists_force_of_not_parallel hs (fun t h => ?_)
  -- a parallel clipped step would shrink all components by the same factor `|t|`
  have hk : ∀ k, min c |s k| = |t| * |s k| := fun k => by
    rw [← abs_clip hc.le, ← abs_mul]
    exact congrArg (fun v : EuclideanSpace ℝ ι => |v k|) h
  have h1 := hk i
  have h2 := hk j
  rw [min_eq_left hi.le] at h1
  rcases le_total c |s j| with h3 | h3
  · rw [min_eq_left h3] at h2
    have ht : 0 < |t| := by
      refine lt_of_le_of_ne (abs_nonneg t) (fun h0 => ?_)
      rw [← h0, zero_mul] at h1
      linarith
    have h4 := mul_lt_mul_of_pos_left hji ht
    linarith
  · rw [min_eq_right h3] at h2
    have ht : |t| = 1 := mul_right_cancel₀ (abs_pos.mpr hj).ne' (by linarith)
    rw [ht, one_mul] at h1
    linarith

end

end StepCapping
```

```lean
#print axioms StepCapping.sign_inner_capStep
#print axioms StepCapping.clipStep_turns_uphill
#print axioms StepCapping.downhill_preserved_iff_rescaling
#print axioms StepCapping.exists_force_clipStep_uphill
```

```
'StepCapping.sign_inner_capStep' depends on axioms: [propext, Classical.choice, Quot.sound]
'StepCapping.clipStep_turns_uphill' depends on axioms: [propext, Classical.choice, Quot.sound]
'StepCapping.downhill_preserved_iff_rescaling' depends on axioms: [propext, Classical.choice, Quot.sound]
'StepCapping.exists_force_clipStep_uphill' depends on axioms: [propext, Classical.choice, Quot.sound]
```

### What the theorems say about forces and steps

`E` is any real inner product space, of finite or infinite dimension, and `⟪F, s⟫_ℝ` is its inner product. Clipping needs coordinates, so `clipStep` acts on `EuclideanSpace ℝ ι` with a finite index set `ι`. For \(N\) atoms, `ι` would have \(3N\) elements. The same bound `c` applies to every component.

- `norm_capStep_le` says that the rescaled step has length at most `R`, for `0 ≤ R`.
- `sign_inner_capStep` says that for `0 < R` the products with `F` before and after rescaling have the same sign, where `SignType.sign` takes the values \(-1\), \(0\) and \(1\). Downhill steps stay downhill, uphill steps stay uphill, and steps orthogonal to the force stay orthogonal. The zero step is included. The condition `0 < R` is needed because a cap of zero would remove the step altogether.
- `clipStep_turns_uphill` is the numerical example, with `!₂[1, -2]` as the force and `!₂[10, 1]` as the step.
- `exists_force_of_not_parallel` and `downhill_preserved_iff_rescaling` are the general statements about a modified step `s'`. The positive factor may also exceed 1, so lengthening a step counts as a rescaling.
- `exists_force_clipStep_uphill` covers clipping with a positive bound, `0 < c`, under the hypotheses `c < |s i|`, `s j ≠ 0` and `|s j| < |s i|`. They leave out the harmless cases, in which no component exceeds the bound or all nonzero components have the same magnitude.

The file contains no energy function: `F` is simply a vector, and "downhill" refers to the first-order change only. A rescaled step can still raise the energy if curvature matters over its length. The existence theorems also allow every vector as a force. In an isolated molecule without external fields the forces on the atoms sum to zero and exert no net torque, so the force that these theorems supply need not be one that the molecule can have.

The force in the existence theorems is chosen after the step, whereas an optimiser computes its step from the force. For pure steepest descent, where \(s\) is a positive multiple of \(F\), clipping with \(c>0\) is harmless, since every nonzero component contributes a positive term to the product. The danger concerns steps that are not parallel to the force, as quasi-Newton steps in general are not.

For geometry optimisation with electronic-structure forces, the result favours shrinking the whole step by one common factor, whether that factor is set by the length of the step or by its largest component, over clipping the components one by one if the aim is to guarantee that a downhill step stays downhill to first order. It does not say which of the two gives the larger first-order decrease.

### How the Lean proofs follow the calculation

Both theorems about `capStep` unfold the definition and split on `‖s‖ ≤ R`. In the long-step case, `norm_capStep_le` computes the norm as \((R/\|s\|)\,\|s\|=R\), and `sign_inner_capStep` pulls the factor out of the inner product and uses that its sign is \(+1\). For the example, `norm_num` expands the two-term sums and evaluates them.

In `exists_force_of_not_parallel`, the names `t` and `w` are those of the derivation. The facts `hws` and `hws'` are \(\langle w,s\rangle=0\) and \(\langle w,s'\rangle=\langle w,w\rangle\). The `refine` line supplies the force \(s-kw\), and the two remaining goals are its products with \(s\) and \(s'\).

The forward direction of `downhill_preserved_iff_rescaling` asks whether `s'` is a multiple of `s`. If it is, the test force \(F=s\) shows that the factor is positive. If it is not, the previous theorem supplies a force that contradicts the assumption.

`abs_clip` proves \(|\mathrm{clip}_c(x)|=\min(c,|x|)\) for \(c\ge 0\) by cases on the sign of \(x\) and, for negative \(x\), on whether it lies below \(-c\). The last theorem assumes that the clipped step equals `t • s` and takes absolute values component by component to obtain `hk`. It then treats the cases \(c\le|s_j|\) and \(|s_j|\le c\) as above.

### Capping each atom separately

The same argument applies to a cap on the displacement of each atom. Suppose that such a cap shortens the displacement of atom A and leaves a nonzero displacement of atom B unchanged. If the new step were \(ts\), atom B would force \(t=1\), and atom A would then be unchanged too. So the new step is not a multiple of \(s\), and some vector \(F\) makes \(s\) downhill and the capped step uphill. As before, this \(F\) need not be a force that an isolated molecule can have.
